# The characteristic polynomial of a finite diagonal Hamiltonian plus a real rank-one term

Take a Hamiltonian on n basis states, diagonal with real energies dᵢ, and add the rank-one coupling zzᵀ for a real vector z. `charpoly_rankOneUpdate` states that the characteristic polynomial of the sum is ∏ⱼ(X − dⱼ) − ∑ᵢ zᵢ² ∏_{j≠i}(X − dⱼ). The energies may coincide and z need not be normalised; if z ≠ 0, zᵢ² is ‖z‖² times the probability of basis state i in the normalised state z/‖z‖. The proof compares the two sides at the infinitely many real x that differ from every dᵢ. There it factors x − H, with H the full matrix, as a diagonal matrix times `1 + A * B`, with `A` a column and `B` a row, and so reduces the determinant to that of the 1 × 1 matrix `1 + B * A`.

In Lean, a first try:

```lean
import Mathlib

open Polynomial Matrix

namespace RankOneInverseEigenvalue

noncomputable section

variable {n : ℕ}

/-- The diagonal matrix of the poles `d` plus the outer product of `z` with itself. -/
def rankOneUpdate (d z : Fin n → ℝ) : Matrix (Fin n) (Fin n) ℝ :=
  Matrix.diagonal d + Matrix.vecMulVec z z

/-- Away from the poles, multiplying the secular sum by the product of all `x - d j`
clears its denominators. -/
theorem secular_sum_mul_prod (d z : Fin n → ℝ) {x : ℝ} (hx : ∀ i, x - d i ≠ 0) :
    (∏ j, (x - d j)) * ∑ i, z i ^ 2 / (x - d i) =
      ∑ i, z i ^ 2 * ∏ j ∈ Finset.univ.erase i, (x - d j) := by
  rw [Finset.mul_sum]
  refine Finset.sum_congr rfl fun i _ => ?_
  have h1 : ∏ j, (x - d j) = (x - d i) * ∏ j ∈ Finset.univ.erase i, (x - d j) :=
    (Finset.mul_prod_erase Finset.univ (fun j => x - d j) (Finset.mem_univ i)).symm
  have e : z i ^ 2 / (x - d i) * (x - d i) = z i ^ 2 := div_mul_cancel₀ _ (hx i)
  rw [h1]
  linear_combination (∏ j ∈ Finset.univ.erase i, (x - d j)) * e

/-- The characteristic polynomial of a diagonal matrix plus `z zᵀ`, for arbitrary `d` and `z`. -/
theorem charpoly_rankOneUpdate (d z : Fin n → ℝ) :
    (rankOneUpdate d z).charpoly =
      ∏ j, (X - C (d j)) -
        ∑ i, C (z i ^ 2) * ∏ j ∈ Finset.univ.erase i, (X - C (d j)) := by
  -- it suffices to compare values at the infinitely many points that are not poles
  refine Polynomial.eq_of_infinite_eval_eq _ _ ((Set.finite_range d).infinite_compl.mono ?_)
  intro x hx
  have hne : ∀ i, x - d i ≠ 0 := fun i h0 => hx ⟨i, (sub_eq_zero.1 h0).symm⟩
  obtain ⟨A, hA⟩ : ∃ A : Matrix (Fin n) (Fin 1) ℝ, ∀ i k, A i k = -(z i / (x - d i)) :=
    ⟨fun i _ => -(z i / (x - d i)), fun _ _ => rfl⟩
  obtain ⟨B, hB⟩ : ∃ B : Matrix (Fin 1) (Fin n) ℝ, ∀ k j, B k j = z j :=
    ⟨fun _ j => z j, fun _ _ => rfl⟩
  have hfac : Matrix.scalar (Fin n) x - rankOneUpdate d z =
      Matrix.diagonal (fun i => x - d i) * (1 + A * B) := by
    ext i j
    have e : z i / (x - d i) * (x - d i) = z i := div_mul_cancel₀ _ (hne i)
    rw [Matrix.diagonal_mul]
    by_cases hij : i = j
    · subst hij
      simp only [rankOneUpdate, Matrix.scalar_apply, Matrix.sub_apply, Matrix.add_apply,
        Matrix.diagonal_apply_eq, Matrix.vecMulVec_apply, Matrix.one_apply_eq,
        Matrix.mul_apply, Fin.sum_univ_one, hA, hB]
      linear_combination z i * e
    · simp only [rankOneUpdate, Matrix.scalar_apply, Matrix.sub_apply, Matrix.add_apply,
        Matrix.diagonal_apply_ne _ hij, Matrix.vecMulVec_apply, Matrix.one_apply_ne hij,
        Matrix.mul_apply, Fin.sum_univ_one, hA, hB]
      linear_combination z j * e
  have hent : (1 + B * A) 0 0 = 1 - ∑ i, z i ^ 2 / (x - d i) := by
    rw [Matrix.add_apply, Matrix.one_apply_eq, Matrix.mul_apply, sub_eq_add_neg,
      ← Finset.sum_neg_distrib]
    congr 1
    refine Finset.sum_congr rfl fun i _ => ?_
    rw [hA, hB]
    ring
  -- the determinant of the n × n factor reduces to a 1 × 1 determinant
  rw [Set.mem_setOf_eq, Matrix.eval_charpoly, hfac, Matrix.det_mul, Matrix.det_diagonal,
    Matrix.det_one_add_mul_comm, Matrix.det_fin_one, hent, mul_sub, mul_one,
    secular_sum_mul_prod d z hne]
  simp only [eval_sub, eval_prod, eval_finset_sum, eval_mul, eval_X, eval_C]

end

end RankOneInverseEigenvalue
```

Messages:

```
Main.lean:56:14: error: Function expected at
  1 + B * A
but this term has type
  ?m.399

Note: Expected a function because this term is being applied to the argument
  0
Main.lean:64:6: warning: `Set.mem_setOf_eq` has been deprecated: Use `Set.mem_ofPred_eq` instead
```

The error is in the statement of `hent`, before any of its proof is tried. To read `(1 + B * A) 0 0` as a matrix entry, Lean must know that `1 + B * A` is a matrix, since only then can it be applied to indices. The product `B * A` is not the obstacle: its type follows from those of `B` and `A`. The trouble is the numeral `1`, which has no type of its own. Because `B` and `A` have different types, 1 × n and n × 1, Lean finds no common type in the expression to give to `1`, and so the type of the sum is still the unknown `?m.399` when Lean comes to the argument `0`, hence "Function expected". The repair writes the type of the sum out, `Matrix (Fin 1) (Fin 1) ℝ`, so the sum can be applied to indices and `1` is read as the 1 × 1 identity matrix. The proof of `hent` is unchanged.

The warning is only about a deprecated name, and replacing `Set.mem_setOf_eq` with `Set.mem_ofPred_eq` is tidying. The diff also changes `eval_finset_sum` to `eval_finsetSum` in the last line; no message mentions that name, so they don't show whether this change was needed.

The mended proof, as a diff:

```diff
@@ -54,5 +54,6 @@
         Matrix.mul_apply, Fin.sum_univ_one, hA, hB]
       linear_combination z j * e
-  have hent : (1 + B * A) 0 0 = 1 - ∑ i, z i ^ 2 / (x - d i) := by
+  have hent : (1 + B * A : Matrix (Fin 1) (Fin 1) ℝ) 0 0 =
+      1 - ∑ i, z i ^ 2 / (x - d i) := by
     rw [Matrix.add_apply, Matrix.one_apply_eq, Matrix.mul_apply, sub_eq_add_neg,
       ← Finset.sum_neg_distrib]
@@ -62,8 +63,8 @@
     ring
   -- the determinant of the n × n factor reduces to a 1 × 1 determinant
-  rw [Set.mem_setOf_eq, Matrix.eval_charpoly, hfac, Matrix.det_mul, Matrix.det_diagonal,
+  rw [Set.mem_ofPred_eq, Matrix.eval_charpoly, hfac, Matrix.det_mul, Matrix.det_diagonal,
     Matrix.det_one_add_mul_comm, Matrix.det_fin_one, hent, mul_sub, mul_one,
     secular_sum_mul_prod d z hne]
-  simp only [eval_sub, eval_prod, eval_finset_sum, eval_mul, eval_X, eval_C]
+  simp only [eval_sub, eval_prod, eval_finsetSum, eval_mul, eval_X, eval_C]
 
 end
```
